# A lower bound on the density-fitting error of the Coulomb-plus-exchange energy at fixed real orbitals

Put two electrons of opposite spin into one real spatial orbital with density $\rho$. Write $\langle u,v\rangle$ for the Coulomb repulsion between two charge distributions, in atomic units, and $\|u\|^2=\langle u,u\rangle$ for the self-repulsion. The total density is $2\rho$, so the Coulomb energy is $\tfrac12\|2\rho\|^2=2\|\rho\|^2$. Opposite spins do not exchange, but each electron's exchange with itself contributes $-\tfrac12\|\rho\|^2$, so the exchange energy is $-\|\rho\|^2$.

Density fitting in the Coulomb metric replaces $\rho$ by its projection $P\rho$ onto an auxiliary space, orthogonal with respect to $\langle\cdot,\cdot\rangle$, and leaves a residual $r=\rho-P\rho$. By Pythagoras $\|P\rho\|^2=\|\rho\|^2-\|r\|^2$. The Coulomb energy therefore changes by $-2\|r\|^2$, the exchange energy by $+\|r\|^2$, and their sum by $-\|r\|^2$. With a single electron the two changes would be $-\tfrac12\|r\|^2$ and $+\tfrac12\|r\|^2$, and would cancel.

The Coulomb error involves the sum of the residuals, which can add up in phase, while the exchange error involves each residual separately. For $n$ real spin orbitals with products $\rho_{ij}$ and residuals $r_{ij}$, all fitted in one auxiliary space, the total error is at least $-\tfrac{n-1}{2}\sum_i\|r_{ii}\|^2$. This limits how far density fitting can lower a Hartree–Fock energy when the orbitals are held fixed and the one-electron terms are exact.

## Energies as functions of the orbital products

```lean
import Mathlib

open scoped InnerProductSpace

namespace DensityFittingHartreeFock

noncomputable section

variable {V ι : Type*} [NormedAddCommGroup V] [InnerProductSpace ℝ V] [Fintype ι]
```

The type `V` holds the charge distributions. It is a real inner-product space whose inner product stands for the Coulomb repulsion

$$\langle u,v\rangle=\iint\frac{u(\mathbf r)\,v(\mathbf r')}{|\mathbf r-\mathbf r'|}\,d\mathbf r\,d\mathbf r'.$$

That this repulsion is positive definite is part of the assumption on `V`. The type `ι` labels the occupied spin orbitals; `Fintype ι` makes it finite, and its size is $n$, written `Fintype.card ι` below.

```lean
/-- The Coulomb energy of real occupied spin orbitals with products `ρ i j`: half the sum of
the repulsions between the orbital densities `ρ i i` and `ρ j j`. -/
def coulombEnergy (ρ : ι → ι → V) : ℝ :=
  (1 / 2) * ∑ i, ∑ j, ⟪ρ i i, ρ j j⟫_ℝ
```

The argument `ρ : ι → ι → V` is an $n\times n$ array of vectors. In the physics, $\rho_{ij}(\mathbf r)$ is the product of spin orbitals $i$ and $j$, summed over spin. The definition reads

$$E_J=\tfrac12\sum_{i,j}\langle\rho_{ii},\rho_{jj}\rangle .$$

Lean does not ask that the array come from orbitals, or even that $\rho_{ij}=\rho_{ji}$, so the theorems hold for any array of vectors.

```lean
/-- The exchange energy: minus half the sum of the self-repulsions of all orbital products. -/
def exchangeEnergy (ρ : ι → ι → V) : ℝ :=
  -(1 / 2) * ∑ i, ∑ j, ⟪ρ i j, ρ i j⟫_ℝ
```

This is $E_X=-\tfrac12\sum_{i,j}\langle\rho_{ij},\rho_{ij}\rangle$. The terms with $i=j$ cancel the self-interaction contained in $E_J$.

## Fitting as orthogonal projection

```lean
variable (K : Submodule ℝ V) [K.HasOrthogonalProjection]

/-- The fitted orbital products: each product is projected orthogonally, in the Coulomb metric,
onto the auxiliary space `K`. -/
def fit (ρ : ι → ι → V) (i j : ι) : V := K.starProjection (ρ i j)
```

Here `K` is the auxiliary space, not the exchange energy. The condition in square brackets says that an orthogonal projection onto it exists, as it does for every finite-dimensional subspace. Lean calls the projection `K.starProjection`; I write $P$. Since `fit K ρ` is again an array of products, it can be inserted into the same energy functions.

In a calculation with linearly independent auxiliary functions $\chi_A$, the fit $P\rho_{ij}=\sum_B c^{ij}_B\chi_B$ is found by solving

$$\sum_B\langle\chi_A,\chi_B\rangle\,c^{ij}_B=\langle\chi_A,\rho_{ij}\rangle .$$

These equations say that the residual is Coulomb-orthogonal to every $\chi_A$. For the Coulomb energy one such solution, for the total density, is enough; exchange needs the individual products. Schemes that give each product its own set of auxiliary functions use several projections and are not covered.

```lean
/-- The fitting residual of an orbital product. -/
def residual (ρ : ι → ι → V) (i j : ι) : V := ρ i j - fit K ρ i j
```

The residual is $r_{ij}=\rho_{ij}-P\rho_{ij}$.

```lean
/-- The error of the fitted Coulomb-plus-exchange energy, fitted minus exact. -/
def totalError (ρ : ι → ι → V) : ℝ :=
  (coulombEnergy (fit K ρ) + exchangeEnergy (fit K ρ)) - (coulombEnergy ρ + exchangeEnergy ρ)
```

The sign convention is fitted minus exact, so a negative `totalError` means that the fitted energy is too low. Both energies use the same orbitals; any reoptimisation of the orbitals with the fitted energy lies beyond this definition.

## Three identities for self-repulsions

```lean
/-- Projecting a density onto the auxiliary space lowers its self-repulsion by the
self-repulsion of the residual. -/
theorem norm_sq_projection (u : V) :
    ‖K.starProjection u‖ ^ 2 = ‖u‖ ^ 2 - ‖u - K.starProjection u‖ ^ 2 := by
  -- the residual is orthogonal to the fit
  have h : ⟪u - K.starProjection u, K.starProjection u⟫_ℝ = 0 :=
    K.starProjection_inner_eq_zero u _ (K.starProjection_apply_mem u)
  have h2 := norm_add_sq_real (u - K.starProjection u) (K.starProjection u)
  rw [sub_add_cancel, h] at h2
  linarith
```

A theorem in Lean has its statement before `:=` and its proof after it. This one says $\|Pu\|^2=\|u\|^2-\|u-Pu\|^2$. By hand, write $u=(u-Pu)+Pu$ and expand:

$$\|u\|^2=\|u-Pu\|^2+2\langle u-Pu,Pu\rangle+\|Pu\|^2 .$$

The middle term vanishes because the residual is orthogonal to the auxiliary space. In the proof, `h` is this orthogonality and `h2` the expansion; `linarith` rearranges the result.

```lean
/-- The self-repulsion of a sum of densities is the sum of the repulsions `⟪x i, x j⟫` over all
ordered pairs `(i, j)`, including `i = j`. -/
theorem norm_sum_sq (x : ι → V) : ‖∑ i, x i‖ ^ 2 = ∑ i, ∑ j, ⟪x i, x j⟫_ℝ := by
  rw [← real_inner_self_eq_norm_sq, sum_inner]
  simp_rw [inner_sum]
```

This is $\|\sum_i x_i\|^2=\sum_{i,j}\langle x_i,x_j\rangle$, obtained by expanding the inner product first in its left and then in its right argument. It turns the Coulomb energy into half the self-repulsion of the total density.

```lean
/-- The squared distances over all ordered pairs of `n` densities add up to `2n` times the sum of
their self-repulsions minus twice the self-repulsion of their sum. -/
theorem sum_norm_sub_sq (x : ι → V) :
    ∑ i, ∑ j, ‖x i - x j‖ ^ 2
      = 2 * (Fintype.card ι : ℝ) * ∑ i, ‖x i‖ ^ 2 - 2 * ‖∑ i, x i‖ ^ 2 := by
  rw [norm_sum_sq]
  simp only [norm_sub_sq_real, Finset.sum_add_distrib, Finset.sum_sub_distrib,
    ← Finset.mul_sum, Finset.sum_const, Finset.card_univ, nsmul_eq_mul]
  ring
```

Expanding each squared distance gives

$$\sum_{i,j}\|x_i-x_j\|^2=\sum_{i,j}\bigl(\|x_i\|^2-2\langle x_i,x_j\rangle+\|x_j\|^2\bigr)=2n\sum_i\|x_i\|^2-2\Bigl\|\sum_i x_i\Bigr\|^2 .$$

The first and third terms each contribute $n\sum_i\|x_i\|^2$, and the previous identity handles the middle one. The `simp only` line carries out the expansion and counts the constant sums, and `ring` collects the terms.

## Opposite signs for Coulomb and exchange

```lean
/-- The fitted Coulomb energy is too low by half the self-repulsion of the residual of the
total density. -/
theorem coulomb_error (ρ : ι → ι → V) :
    coulombEnergy (fit K ρ) - coulombEnergy ρ = -‖∑ i, residual K ρ i i‖ ^ 2 / 2 := by
  -- fitting is linear, so the total density is fitted as a whole
  have hs : ∑ i, fit K ρ i i = K.starProjection (∑ i, ρ i i) :=
    (map_sum K.starProjection _ _).symm
  have hr : ∑ i, residual K ρ i i = ∑ i, ρ i i - K.starProjection (∑ i, ρ i i) := by
    simp only [residual, Finset.sum_sub_distrib, hs]
  have h := norm_sq_projection K (∑ i, ρ i i)
  have h1 := norm_sum_sq (fun i => fit K ρ i i)
  have h2 := norm_sum_sq (fun i => ρ i i)
  beta_reduce at h1 h2
  rw [hs] at h1
  rw [hr, coulombEnergy, coulombEnergy, ← h1, ← h2]
  linarith
```

Let $\rho_{\rm tot}=\sum_i\rho_{ii}$ be the total density. The projection is linear, so the fitted densities add up to $P\rho_{\rm tot}$ and the diagonal residuals to $\rho_{\rm tot}-P\rho_{\rm tot}$. Therefore

$$E_J^{\rm fit}-E_J=\tfrac12\|P\rho_{\rm tot}\|^2-\tfrac12\|\rho_{\rm tot}\|^2=-\tfrac12\Bigl\|\sum_i r_{ii}\Bigr\|^2 .$$

In the proof, `hs` and `hr` are the two consequences of linearity, `h` is Pythagoras for the total density, and `h1` and `h2` rewrite the two Coulomb energies as squared norms.

```lean
/-- The fitted exchange energy is too high by half the sum of the self-repulsions of all
residuals. -/
theorem exchange_error (ρ : ι → ι → V) :
    exchangeEnergy (fit K ρ) - exchangeEnergy ρ
      = (∑ i, ∑ j, ‖residual K ρ i j‖ ^ 2) / 2 := by
  simp only [exchangeEnergy, real_inner_self_eq_norm_sq, residual, fit, norm_sq_projection,
    Finset.sum_sub_distrib]
  ring
```

Exchange contains each product separately, so Pythagoras applies term by term:

$$E_X^{\rm fit}-E_X=-\tfrac12\sum_{i,j}\bigl(\|P\rho_{ij}\|^2-\|\rho_{ij}\|^2\bigr)=+\tfrac12\sum_{i,j}\|r_{ij}\|^2 .$$

The `simp only` call inserts the definitions and uses `norm_sq_projection` on every summand.

## The bound and the case of equality

```lean
/-- The total error for `n` orbitals is `-((n-1)/2) ∑ ‖r_ii‖²` plus two non-negative terms, one
from the off-diagonal residuals and one from the differences between diagonal residuals. -/
theorem totalError_eq [DecidableEq ι] (ρ : ι → ι → V) :
    totalError K ρ = -(((Fintype.card ι : ℝ) - 1) / 2) * ∑ i, ‖residual K ρ i i‖ ^ 2
      + (∑ i, ∑ j ∈ Finset.univ.erase i, ‖residual K ρ i j‖ ^ 2) / 2
      + (∑ i, ∑ j, ‖residual K ρ i i - residual K ρ j j‖ ^ 2) / 4 := by
  have hc := coulomb_error K ρ
  have he := exchange_error K ρ
  have hp := sum_norm_sub_sq (fun i => residual K ρ i i)
  beta_reduce at hp
  -- separate the diagonal from the off-diagonal exchange errors
  have hsplit : ∑ i, ∑ j, ‖residual K ρ i j‖ ^ 2 = ∑ i, ‖residual K ρ i i‖ ^ 2
      + ∑ i, ∑ j ∈ Finset.univ.erase i, ‖residual K ρ i j‖ ^ 2 := by
    rw [← Finset.sum_add_distrib]
    exact Finset.sum_congr rfl fun i _ =>
      (Finset.add_sum_erase Finset.univ (fun j => ‖residual K ρ i j‖ ^ 2)
        (Finset.mem_univ i)).symm
  unfold totalError
  linear_combination hc + he + hsplit / 2 - hp / 4
```

The expression `Finset.univ.erase i` is the set of all labels except $i$, so the second term runs over off-diagonal residuals. Adding the two errors and separating the diagonal part of exchange gives

$$\Delta E=-\tfrac12\Bigl\|\sum_i r_{ii}\Bigr\|^2+\tfrac12\sum_i\|r_{ii}\|^2+\tfrac12\sum_{i\ne j}\|r_{ij}\|^2 .$$

The distance identity with $x_i=r_{ii}$ replaces the first term:

$$-\tfrac12\Bigl\|\sum_i r_{ii}\Bigr\|^2=-\tfrac n2\sum_i\|r_{ii}\|^2+\tfrac14\sum_{i,j}\|r_{ii}-r_{jj}\|^2 .$$

Together,

$$\Delta E=-\tfrac{n-1}{2}\sum_i\|r_{ii}\|^2+\tfrac12\sum_{i\ne j}\|r_{ij}\|^2+\tfrac14\sum_{i,j}\|r_{ii}-r_{jj}\|^2 .$$

The last line of the proof, `linear_combination`, adds the same equations with the same weights: both errors, half of the diagonal split, and minus a quarter of the distance identity.

```lean
/-- The fitted Coulomb-plus-exchange energy of `n` orbitals lies below the exact one by at most
`(n-1)/2` times the sum of the self-repulsions of the diagonal residuals. -/
theorem totalError_lower_bound (ρ : ι → ι → V) :
    -(((Fintype.card ι : ℝ) - 1) / 2) * ∑ i, ‖residual K ρ i i‖ ^ 2 ≤ totalError K ρ := by
  classical
  have hO : 0 ≤ ∑ i, ∑ j ∈ Finset.univ.erase i, ‖residual K ρ i j‖ ^ 2 := by positivity
  have hD : 0 ≤ ∑ i, ∑ j, ‖residual K ρ i i - residual K ρ j j‖ ^ 2 := by positivity
  rw [totalError_eq]
  linarith
```

The last two terms of $\Delta E$ are sums of squares, and omitting them leaves the lower bound. In Lean, `hO` and `hD` record that they are non-negative. The error itself can be positive: if the diagonal products are fitted perfectly and some off-diagonal product is not, only the exchange error remains. The bound can also be far below the error. For $N$ copies of a molecule at very large distances, with orbitals and auxiliary functions localised on the copies, the error is $N$ times that of one copy, while the bound grows like $N^2$ if the diagonal residuals are non-zero.

The bound relies on the projection being orthogonal in the Coulomb inner product. Take the plane with its usual inner product, let the auxiliary space be the horizontal axis, and fit with the oblique projection $(x,y)\mapsto(x-\tfrac y2,0)$. For the electron pair of the opening with $\rho=(1,1)$, the fit is $(\tfrac12,0)$ and the residual $(\tfrac12,1)$. The total error is $\tfrac14-2=-\tfrac74$, below the supposed bound $-\|r\|^2=-\tfrac54$. Fitting in a different metric, such as the overlap metric, is in general oblique in this sense.

```lean
/-- The lower bound is attained exactly when every off-diagonal product is fitted without error
and all orbital densities have the same residual. -/
theorem totalError_eq_bound_iff (ρ : ι → ι → V) :
    totalError K ρ = -(((Fintype.card ι : ℝ) - 1) / 2) * ∑ i, ‖residual K ρ i i‖ ^ 2 ↔
      (∀ i j, i ≠ j → residual K ρ i j = 0) ∧
        ∀ i j, residual K ρ i i = residual K ρ j j := by
  classical
  have hO : 0 ≤ ∑ i, ∑ j ∈ Finset.univ.erase i, ‖residual K ρ i j‖ ^ 2 := by positivity
  have hD : 0 ≤ ∑ i, ∑ j, ‖residual K ρ i i - residual K ρ j j‖ ^ 2 := by positivity
  rw [totalError_eq]
  constructor
  · intro h
    -- both non-negative terms vanish, hence so does each summand
    have hO0 : ∑ i, ∑ j ∈ Finset.univ.erase i, ‖residual K ρ i j‖ ^ 2 = 0 := by linarith
    have hD0 : ∑ i, ∑ j, ‖residual K ρ i i - residual K ρ j j‖ ^ 2 = 0 := by linarith
    constructor
    · intro i j hij
      have h1 := (Finset.sum_eq_zero_iff_of_nonneg (fun i _ => by positivity)).1 hO0 i
        (Finset.mem_univ i)
      have h2 := (Finset.sum_eq_zero_iff_of_nonneg (fun j _ => by positivity)).1 h1 j
        (Finset.mem_erase.2 ⟨hij.symm, Finset.mem_univ j⟩)
      exact norm_eq_zero.1 (pow_eq_zero_iff two_ne_zero |>.1 h2)
    · intro i j
      have h1 := (Finset.sum_eq_zero_iff_of_nonneg (fun i _ => by positivity)).1 hD0 i
        (Finset.mem_univ i)
      have h2 := (Finset.sum_eq_zero_iff_of_nonneg (fun j _ => by positivity)).1 h1 j
        (Finset.mem_univ j)
      exact sub_eq_zero.1 (norm_eq_zero.1 (pow_eq_zero_iff two_ne_zero |>.1 h2))
  · rintro ⟨h1, h2⟩
    have hO0 : ∑ i, ∑ j ∈ Finset.univ.erase i, ‖residual K ρ i j‖ ^ 2 = 0 :=
      Finset.sum_eq_zero fun i _ => Finset.sum_eq_zero fun j hj => by
        rw [h1 i j (Finset.ne_of_mem_erase hj).symm, norm_zero, zero_pow two_ne_zero]
    have hD0 : ∑ i, ∑ j, ‖residual K ρ i i - residual K ρ j j‖ ^ 2 = 0 :=
      Finset.sum_eq_zero fun i _ => Finset.sum_eq_zero fun j _ => by
        rw [h2 i j, sub_self, norm_zero, zero_pow two_ne_zero]
    rw [hO0, hD0]
    ring
```

The symbol `↔` means "if and only if". The bound is attained exactly when $r_{ij}=0$ for all $i\ne j$ and $r_{ii}=r_{jj}$ for all $i,j$. By hand, equality forces the two non-negative terms in $\Delta E$ to vanish. A sum of squares is zero only if every summand is, which gives the two conditions; conversely, the conditions make both terms zero.

The proof has these two directions. The first bullet goes from the vanishing sums `hO0` and `hD0` to the individual summands with `Finset.sum_eq_zero_iff_of_nonneg`, once for each sum sign. The second inserts the conditions. For a single orbital both conditions hold automatically, and the error is zero, as found at the start. The closed-shell pair also satisfies them: its two densities coincide and its off-diagonal products vanish by spin.

```lean
/-- If the `n` diagonal products all equal one vector `v` orthogonal to the auxiliary space and
the off-diagonal products vanish, the total error is `-((n-1)/2) n ‖v‖²`. -/
theorem totalError_of_equal_densities [DecidableEq ι] (v : V) (hv : v ∈ Kᗮ) :
    totalError K (fun i j : ι => if i = j then v else 0)
      = -(((Fintype.card ι : ℝ) - 1) / 2) * ((Fintype.card ι : ℝ) * ‖v‖ ^ 2) := by
  -- the auxiliary space does not see `v`
  have hP : K.starProjection v = 0 := by
    have h := K.starProjection_inner_eq_zero v _ (K.starProjection_apply_mem v)
    have h1 := (K.mem_orthogonal v).1 hv _ (K.starProjection_apply_mem v)
    rw [real_inner_comm] at h1
    rw [inner_sub_left, h1, zero_sub, neg_eq_zero] at h
    exact inner_self_eq_zero.1 h
  have hr : ∀ i j : ι, residual K (fun i j : ι => if i = j then v else 0) i j
      = if i = j then v else 0 := by
    intro i j
    by_cases h : i = j <;> simp [residual, fit, h, hP]
  rw [(totalError_eq_bound_iff K _).2
    ⟨fun i j hij => by rw [hr, if_neg hij], fun i j => by rw [hr, hr, if_pos rfl, if_pos rfl]⟩]
  simp only [hr, if_true, Finset.sum_const, Finset.card_univ, nsmul_eq_mul]

end

end DensityFittingHartreeFock
```

This theorem supplies an array that attains the bound for each $n$. The notation `Kᗮ` is the orthogonal complement of the auxiliary space. The diagonal products all equal one $v$ in that complement, and the off-diagonal products are zero. Then $Pv=0$, which is `hP`, so every product is its own residual (`hr`). The conditions for equality hold, and $\sum_i\|r_{ii}\|^2=n\|v\|^2$ gives

$$\Delta E=-\tfrac{n-1}{2}\,n\,\|v\|^2 .$$

With $v\neq0$ and $n\ge2$ this is strictly negative, so for general arrays the factor $\tfrac{n-1}{2}$ cannot be made smaller whenever the auxiliary space leaves such a $v$ available. For $n\ge3$ and $v\ne0$ the entries of these arrays are vectors in `V` and not products of electron orbitals: wherever the common density is non-zero, the orbitals would need $n$ mutually orthogonal non-zero spin vectors, and a real two-component spin space has room for only two. Real orthonormal orbitals can still attain the bound with a non-zero error for $n\ge2$, if the auxiliary space is spanned by the products $\rho_{ij}$ with $i\ne j$ and the differences $\rho_{ii}-\rho_{jj}$. Both conditions for equality then hold. Every function in this space has zero total charge, whereas each $\rho_{ii}$ has charge one in magnitude, so the diagonal residuals do not vanish.

```lean
#print axioms DensityFittingHartreeFock.totalError_lower_bound
-- 'DensityFittingHartreeFock.totalError_lower_bound' depends on axioms: [propext, Classical.choice, Quot.sound]
#print axioms DensityFittingHartreeFock.totalError_of_equal_densities
-- 'DensityFittingHartreeFock.totalError_of_equal_densities' depends on axioms: [propext, Classical.choice, Quot.sound]
```
